# A continuous phase of det S has energy derivative tr Q when S is differentiable and unitary

For one scattering channel, S(E) = exp(iφ(E)) gives −i S̄(E) S′(E) = φ′(E), where the bar is complex conjugation, so multiplying the derivative by the conjugate leaves only the rate of change of the phase. For finitely many coupled channels with a unitary scattering matrix S(E), the matrix Q = −i S†S′ takes over this role, with † the adjoint, and its trace is the derivative of any continuous phase θ of det S.

In Lean 4 with Mathlib:

```lean
import Mathlib

open Filter Topology Matrix

namespace WignerSmithTimeDelay

noncomputable section

variable {n : Type*} [Fintype n] [DecidableEq n]

/-- The matrix curve `S` has the entrywise derivative `S'` at the energy `E0`. -/
def HasMatrixDeriv (S : ℝ → Matrix n n ℂ) (S' : Matrix n n ℂ) (E0 : ℝ) : Prop :=
  ∀ i j, HasDerivAt (fun E => S E i j) (S' i j) E0

/-- The matrix `-i S* S'` formed from two matrices `S` and `S'`. When `S` is a scattering matrix and
`S'` its energy derivative, this is the Wigner-Smith matrix `Q` in units with `ħ = 1`. -/
def wignerSmith (S S' : Matrix n n ℂ) : Matrix n n ℂ :=
  (-Complex.I) • (Sᴴ * S')

omit [DecidableEq n] in
/-- The product rule for matrix curves, with the order of the factors kept. -/
theorem HasMatrixDeriv.mul {A B : ℝ → Matrix n n ℂ} {A' B' : Matrix n n ℂ} {E0 : ℝ}
    (hA : HasMatrixDeriv A A' E0) (hB : HasMatrixDeriv B B' E0) :
    HasMatrixDeriv (fun E => A E * B E) (A' * B E0 + A E0 * B') E0 := by
  intro i j
  have h := HasDerivAt.fun_sum (u := Finset.univ)
    (fun k _ => (hA i k).fun_mul (hB k j))
  simp only [Matrix.mul_apply, Matrix.add_apply, ← Finset.sum_add_distrib]
  exact h

/-- When a matrix curve passes through the identity, its determinant changes at the rate
given by the trace of the derivative. -/
theorem hasDerivAt_det_of_eq_one {M : ℝ → Matrix n n ℂ} {M' : Matrix n n ℂ} {E0 : ℝ}
    (hM : HasMatrixDeriv M M' E0) (h1 : M E0 = 1) :
    HasDerivAt (fun E => (M E).det) M'.trace E0 := by
  have h := HasDerivAt.fun_sum (u := Finset.univ) (fun (σ : Equiv.Perm n) _ =>
    (HasDerivAt.fun_finsetProd (u := Finset.univ) (fun i _ => hM (σ i) i)).const_mul
      (((Equiv.Perm.sign σ : ℤ) : ℂ)))
  simp only [Matrix.det_apply']
  refine h.congr_deriv ?_
  rw [Finset.sum_eq_single (1 : Equiv.Perm n)]
  · simp [h1, Matrix.trace]
  · intro σ _ hσ
    -- any other permutation moves two indices, so a vanishing entry always survives
    have hz : ∀ i, ∏ j ∈ Finset.univ.erase i, M E0 (σ j) j = 0 := by
      intro i
      have hex : ∃ j, j ≠ i ∧ σ j ≠ j := by
        by_contra hcon
        have hfix : ∀ j, j ≠ i → σ j = j := fun j hj => by
          by_contra hne
          exact hcon ⟨j, hj, hne⟩
        apply hσ
        ext j
        by_cases hj : j = i
        · subst hj
          by_contra hne
          exact hne (σ.injective (hfix (σ j) hne))
        · exact hfix j hj
      obtain ⟨j, hj, hne⟩ := hex
      exact Finset.prod_eq_zero (Finset.mem_erase.2 ⟨hj, Finset.mem_univ _⟩)
        (by rw [h1, Matrix.one_apply_ne hne])
    simp [hz]
  · simp

/-- If `S` is differentiable at `E0` and `S(E0)` is unitary, the determinant of the relative matrix
`S(E0)* S(E)` has derivative `i tr Q` at `E0`. -/
theorem hasDerivAt_relative_det {S : ℝ → Matrix n n ℂ} {S' : Matrix n n ℂ} {E0 : ℝ}
    (hS : HasMatrixDeriv S S' E0) (hU : (S E0)ᴴ * S E0 = 1) :
    HasDerivAt (fun E => ((S E0)ᴴ * S E).det)
      (Complex.I * (wignerSmith (S E0) S').trace) E0 := by
  have hc : HasMatrixDeriv (fun _ => (S E0)ᴴ) 0 E0 := fun i j => by
    rw [Matrix.zero_apply]
    exact hasDerivAt_const _ _
  refine (hasDerivAt_det_of_eq_one (hc.mul hS) hU).congr_deriv ?_
  simp only [wignerSmith, Matrix.zero_mul, zero_add, Matrix.trace_smul, smul_eq_mul]
  linear_combination ((S E0)ᴴ * S').trace * Complex.I_sq

/-- If the scattering matrix is unitary near `E0`, the Wigner-Smith matrix at `E0` is
Hermitian. -/
theorem wignerSmith_isHermitian {S : ℝ → Matrix n n ℂ} {S' : Matrix n n ℂ} {E0 : ℝ}
    (hS : HasMatrixDeriv S S' E0) (hU : ∀ᶠ E in 𝓝 E0, (S E)ᴴ * S E = 1) :
    (wignerSmith (S E0) S').IsHermitian := by
  have hstar : HasMatrixDeriv (fun E => (S E)ᴴ) S'ᴴ E0 := fun i j => (hS j i).star
  -- differentiate the unitarity relation
  have key : S'ᴴ * S E0 + (S E0)ᴴ * S' = 0 := by
    ext i j
    have h1 := hstar.mul hS i j
    have h2 : HasDerivAt (fun E => ((S E)ᴴ * S E) i j) 0 E0 :=
      (hasDerivAt_const E0 ((1 : Matrix n n ℂ) i j)).congr_of_eventuallyEq
        (hU.mono fun E hE => by
          show ((S E)ᴴ * S E) i j = (1 : Matrix n n ℂ) i j
          rw [hE])
    exact h1.unique h2
  unfold Matrix.IsHermitian wignerSmith
  rw [Matrix.conjTranspose_smul, Matrix.conjTranspose_mul, Matrix.conjTranspose_conjTranspose,
    eq_neg_of_add_eq_zero_left key]
  simp

/-- Let `S` be differentiable at `E0` and unitary near `E0`, with `det S = exp(iθ)` for a real
phase `θ` continuous at `E0`. Then `θ` is differentiable at `E0` with derivative `tr Q`, and
this trace is real. -/
theorem hasDerivAt_phase {S : ℝ → Matrix n n ℂ} {S' : Matrix n n ℂ} {E0 : ℝ} {θ : ℝ → ℝ}
    (hS : HasMatrixDeriv S S' E0) (hU : ∀ᶠ E in 𝓝 E0, (S E)ᴴ * S E = 1)
    (hθ : ContinuousAt θ E0)
    (hdet : ∀ᶠ E in 𝓝 E0, (S E).det = Complex.exp (Complex.I * θ E)) :
    HasDerivAt θ (wignerSmith (S E0) S').trace.re E0 ∧
      ((wignerSmith (S E0) S').trace.re : ℂ) = (wignerSmith (S E0) S').trace := by
  have hU0 : (S E0)ᴴ * S E0 = 1 := hU.self_of_nhds
  constructor
  · have hlog := (hasDerivAt_relative_det hS hU0).clog_real (by rw [hU0]; simp)
    have him := Complex.imCLM.hasFDerivAt.comp_hasDerivAt E0 hlog
    have hsum := him.const_add (θ E0)
    have hnear : ∀ᶠ E in 𝓝 E0, |θ E - θ E0| < Real.pi := by
      have h := Metric.continuousAt_iff'.1 hθ Real.pi Real.pi_pos
      simpa only [Real.dist_eq] using h
    -- near `E0` the principal logarithm recovers the phase difference
    have heq : θ =ᶠ[𝓝 E0]
        fun E => θ E0 + (Complex.log ((S E0)ᴴ * S E).det).im := by
      filter_upwards [hdet, hnear] with E hE hn
      have hrel : ((S E0)ᴴ * S E).det
          = Complex.exp (((θ E - θ E0 : ℝ) : ℂ) * Complex.I) := by
        rw [Matrix.det_mul, Matrix.det_conjTranspose, hdet.self_of_nhds, hE,
          ← starRingEnd_apply, ← Complex.exp_conj, ← Complex.exp_add]
        congr 1
        simp only [map_mul, Complex.conj_I, Complex.conj_ofReal, Complex.ofReal_sub]
        ring
      have hi : (((θ E - θ E0 : ℝ) : ℂ) * Complex.I).im = θ E - θ E0 := by
        simp only [Complex.mul_im, Complex.ofReal_re, Complex.ofReal_im, Complex.I_re,
          Complex.I_im]
        ring
      have hb := abs_lt.1 hn
      rw [hrel, Complex.log_exp (by rw [hi]; exact hb.1) (by rw [hi]; exact hb.2.le), hi]
      ring
    refine (hsum.congr_of_eventuallyEq heq).congr_deriv ?_
    rw [hU0]
    simp
  · have hH := wignerSmith_isHermitian hS hU
    exact Complex.conj_eq_iff_re.1
      (by rw [starRingEnd_apply, ← Matrix.trace_conjTranspose, hH.eq])

/-- For a product `A B` with `A` unitary, the Wigner-Smith matrix is that of `A`, transformed
by `B`, plus that of `B`. -/
theorem wignerSmith_mul (A B A' B' : Matrix n n ℂ) (hA : Aᴴ * A = 1) :
    wignerSmith (A * B) (A' * B + A * B') = Bᴴ * wignerSmith A A' * B + wignerSmith B B' := by
  have h : Bᴴ * Aᴴ * (A * B') = Bᴴ * B' := by
    calc Bᴴ * Aᴴ * (A * B') = Bᴴ * (Aᴴ * A) * B' := by simp only [Matrix.mul_assoc]
      _ = Bᴴ * B' := by rw [hA, Matrix.mul_one]
  simp only [wignerSmith, Matrix.conjTranspose_mul, Matrix.mul_add, smul_add,
    Matrix.mul_smul, Matrix.smul_mul, h]
  simp only [Matrix.mul_assoc]

/-- The traces of the Wigner-Smith matrices add when two unitary matrices are multiplied. -/
theorem trace_wignerSmith_mul (A B A' B' : Matrix n n ℂ) (hA : Aᴴ * A = 1)
    (hB : Bᴴ * B = 1) :
    (wignerSmith (A * B) (A' * B + A * B')).trace
      = (wignerSmith A A').trace + (wignerSmith B B').trace := by
  rw [wignerSmith_mul A B A' B' hA, Matrix.trace_add, Matrix.trace_mul_comm,
    ← Matrix.mul_assoc, mul_eq_one_comm.1 hB, Matrix.one_mul]

/-- The scattering matrix of decoupled channels, where channel `a` acquires the phase
`φ a E`. -/
def decoupledS (φ : n → ℝ → ℝ) (E : ℝ) : Matrix n n ℂ :=
  Matrix.diagonal fun a => Complex.exp (Complex.I * φ a E)

/-- Decoupled channels with differentiable phases have a differentiable, unitary scattering
matrix whose determinant carries the summed phase, and `Q` is diagonal with the phase
derivatives as entries. -/
theorem decoupledS_witness (φ : n → ℝ → ℝ) (φ' : n → ℝ) (E0 : ℝ)
    (hφ : ∀ a, HasDerivAt (φ a) (φ' a) E0) :
    let S' : Matrix n n ℂ :=
      Matrix.diagonal fun a => Complex.I * φ' a * Complex.exp (Complex.I * φ a E0)
    HasMatrixDeriv (decoupledS φ) S' E0 ∧
      (∀ E, (decoupledS φ E)ᴴ * decoupledS φ E = 1) ∧
      (∀ E, (decoupledS φ E).det = Complex.exp (Complex.I * ((∑ a, φ a E : ℝ) : ℂ))) ∧
      wignerSmith (decoupledS φ E0) S' = Matrix.diagonal fun a => (φ' a : ℂ) := by
  intro S'
  have hp : ∀ x : ℝ,
      star (Complex.exp (Complex.I * x)) * Complex.exp (Complex.I * x) = 1 := by
    intro x
    rw [← starRingEnd_apply, ← Complex.exp_conj, ← Complex.exp_add]
    simp
  refine ⟨?_, ?_, ?_, ?_⟩
  · intro i j
    by_cases h : i = j
    · subst h
      simp only [S', decoupledS, Matrix.diagonal_apply_eq]
      exact (((hφ i).ofReal_comp.const_mul Complex.I).cexp).congr_deriv (by ring)
    · simp only [S', decoupledS, Matrix.diagonal_apply_ne _ h]
      exact hasDerivAt_const _ _
  · intro E
    rw [decoupledS, Matrix.diagonal_conjTranspose, Matrix.diagonal_mul_diagonal,
      ← Matrix.diagonal_one]
    exact congrArg Matrix.diagonal (funext fun a => hp _)
  · intro E
    simp only [decoupledS, Matrix.det_diagonal, Complex.ofReal_sum, Finset.mul_sum,
      Complex.exp_sum]
  · simp only [S']
    rw [wignerSmith, decoupledS, Matrix.diagonal_conjTranspose, Matrix.diagonal_mul_diagonal,
      ← Matrix.diagonal_smul]
    refine congrArg Matrix.diagonal (funext fun a => ?_)
    show -Complex.I * (star (Complex.exp (Complex.I * φ a E0)) *
      (Complex.I * φ' a * Complex.exp (Complex.I * φ a E0))) = (φ' a : ℂ)
    linear_combination (φ' a : ℂ) * hp (φ a E0) - (φ' a : ℂ) *
      (star (Complex.exp (Complex.I * φ a E0)) * Complex.exp (Complex.I * φ a E0)) *
      Complex.I_sq

end

end WignerSmithTimeDelay
```

```lean
#print axioms WignerSmithTimeDelay.hasDerivAt_phase
#print axioms WignerSmithTimeDelay.trace_wignerSmith_mul
```

```
'WignerSmithTimeDelay.hasDerivAt_phase' depends on axioms: [propext, Classical.choice, Quot.sound]
'WignerSmithTimeDelay.trace_wignerSmith_mul' depends on axioms: [propext, Classical.choice, Quot.sound]
```

## What is assumed about S and θ

The finite type `n` labels the channels, and `S : ℝ → Matrix n n ℂ` assigns a square complex matrix to each real energy E. `HasMatrixDeriv S S' E0` says that every entry of S is differentiable at E0, and that S′ collects the derivatives. The definition `wignerSmith` takes S and S′ as two separate matrices; it is the hypothesis `hS` that makes the second the derivative of the first.

The main theorem, `hasDerivAt_phase`, has three further hypotheses:

- S†S = 1 for all energies in some neighbourhood of E0, which is the meaning of `∀ᶠ E in 𝓝 E0`. For flux-normalised channel amplitudes, this is flux conservation among the channels included.
- det S(E) = exp(iθ(E)) in a neighbourhood of E0, with θ real.
- θ is continuous at E0. This excludes a jump by 2π, which the determinant would not notice.

The conclusion is that θ is differentiable at E0, with derivative the real part of tr Q, and that tr Q equals its real part. The real part appears because θ is a real function, whereas the trace of a complex matrix has a complex type.

In units with ħ = 1, Q is the Wigner–Smith time-delay matrix. For a finite set of open channels with a differentiable, unitary S, the theorem gives a consistency test for scattering calculations: the trace of the computed Q must agree with the slope of the unwrapped determinant phase. The file starts from S. It does not construct S from a Hamiltonian, derive the interpretation of Q as a delay from wave packets, or treat thresholds at which the number of open channels changes.

## Unitarity makes Q Hermitian

Differentiating S†S = 1 at E0 gives

S′†S + S†S′ = 0.

Therefore

Q† = (−i S†S′)† = i S′†S = −i S†S′ = Q.

The product rule used here is `HasMatrixDeriv.mul`, which applies the scalar rule to each term of the sum defining a matrix entry and keeps the factors in order. In `wignerSmith_isHermitian`, each entry of S†S receives two derivatives: one from the product rule, and zero because the entry is locally constant. Uniqueness of the derivative equates them, which is the relation `key`.

It is here that one can slip by requiring unitarity at E0 alone. The one-channel function S(E) = exp(E), with no i in the exponent, satisfies S†S = 1 at E = 0 and at no other energy, so it is not a flux-conserving S-matrix. There S′ = 1 and Q = −i, which is not Hermitian. An equation at a single energy cannot be differentiated. Unitarity throughout a neighbourhood of E0 is sufficient for Q to be Hermitian, and that is what the lemma assumes.

## The determinant near the identity

Let M(E) be a matrix curve with M(E0) = 1 and derivative M′ at E0. The permutation expansion of its determinant is

det M = Σ_σ sgn(σ) Π_i M_{σ(i),i}.

Its derivative at E0 is

Σ_σ sgn(σ) Σ_i M′_{σ(i),i} Π_{j≠i} M_{σ(j),j}(E0).

A permutation other than the identity moves at least two indices. Differentiating one factor therefore leaves another moved index j, whose factor M_{σ(j),j}(E0) is an off-diagonal entry of the identity matrix and vanishes. Only the identity permutation survives, and it gives

(det M)′(E0) = Σ_i M′_{i,i} = tr M′.

This is `hasDerivAt_det_of_eq_one`. The call to `Finset.sum_eq_single` isolates the identity permutation, and `hz` supplies the vanishing products. To find the second moved index, the proof supposes that σ fixes every index except possibly i; injectivity then forces it to fix i as well, so σ would be the identity.

Jacobi's formula gives the derivative of a determinant at any square matrix, invertible or not. The file proves only the case at the identity, and unitarity makes that case sufficient. Set

M(E) = S(E0)†S(E).

Then M(E0) = 1 and M′ = S(E0)†S′ = iQ, so det M has derivative i tr Q at E0. The lemma `hasDerivAt_relative_det` states this, and it needs unitarity only at E0.

## From the determinant back to θ

The determinant of the relative matrix is also fixed by the phase:

det M(E) = exp(−iθ(E0)) exp(iθ(E)) = exp(i(θ(E) − θ(E0))).

By continuity, |θ(E) − θ(E0)| < π for E close to E0. In that range the principal logarithm, written Log, undoes the exponential, and

θ(E) = θ(E0) + Im Log det M(E).

The right-hand side is differentiable at E0, because det M(E0) = 1 and Log is differentiable at 1 with derivative 1. Hence θ is differentiable too, and

θ′(E0) = Im(i tr Q) = Re tr Q.

Since Q is Hermitian, its trace equals its own conjugate, so Re tr Q = tr Q.

In the proof of `hasDerivAt_phase`, `hlog` is the derivative of the logarithm, `him` its imaginary part, and `hnear` the bound by π. The formula for θ is `heq`, obtained with `Complex.log_exp`. It holds in a neighbourhood of E0, which is enough to transfer the derivative to θ.

## Products of unitary matrices and decoupled channels

For S = AB the product rule gives S′ = A′B + AB′. If A is unitary, then

−i B†A†(A′B + AB′) = B†(−i A†A′)B − i B†B′.

Writing Q_A and Q_B for the matrices built from the two factors, this reads

Q_{AB} = B†Q_A B + Q_B.

This is `wignerSmith_mul`. If B is unitary as well, cyclicity of the trace and BB† = 1 give

tr Q_{AB} = tr Q_A + tr Q_B,

which is `trace_wignerSmith_mul`. Both are algebraic identities, valid for arbitrary matrices in the places of A′ and B′. They concern ordinary matrix multiplication; two scatterers in series, with reflection between them, do not in general combine by multiplying their S-matrices.

When the channels do not mix, `decoupledS` places exp(iφ_a(E)) on the diagonal for each channel a. The diagonal entries of S′ are iφ_a′ exp(iφ_a), so those of Q are

−i exp(−iφ_a) · iφ_a′ exp(iφ_a) = φ_a′.

The determinant is the product of the diagonal entries and has phase Σ_a φ_a. The theorem `decoupledS_witness` proves these statements together with differentiability at E0 and unitarity at every energy, so the main theorem applies to this family with θ = Σ_a φ_a. Here φ_a is the full phase of the matrix element; in the convention S = exp(2iδ), it equals 2δ.

## Two channels with a non-diagonal Q

Measure energy in a fixed unit, so that E is a number, and take S(E) = D(E)V with

D(E) = diag(exp(3iE), exp(iE)),

V = (1/√2) [[1, 1], [1, −1]].

Both factors are unitary. The matrix built from D is diag(3, 1), and V is constant, so the product law gives

Q = V† diag(3, 1) V = [[2, 1], [1, 2]].

This Q is Hermitian with trace 4. Since det V = −1, the determinant is

det S(E) = −exp(4iE) = exp(i(4E + π)).

Thus θ(E) = 4E + π is a continuous phase, and its slope is 4, equal to the trace. The constant matrix V changes the entries of Q but leaves its trace as it was.
